# The free-electron index decrement and the critical grazing angle

An X-ray beam falls from vacuum on a flat surface at a small grazing angle $\theta$, measured from the surface. At frequencies well above both the electronic resonances and the plasma frequency of the material its electrons respond as if free, and the refractive index $n$ lies slightly below one. Snell's law then has no real refracted direction when $\theta$ is smaller than a critical angle $\theta_c$, which is the regime of total external reflection. Two approximations describe the situation: $1-n\approx r_e\lambda^2N/2\pi$ for electron number density $N$, classical electron radius $r_e$ and vacuum wavelength $\lambda$, and $\theta_c\approx\sqrt{2(1-n)}$. Both come from truncated expansions, so one may ask on which side of the exact values they fall, how far off they are, and under which conditions.

## The model

An undamped electron of mass $m$ and charge $-e$ in a field $E$ of angular frequency $\omega$ is displaced by $eE/m\omega^2$. In Gaussian units the polarisation is $-Ne^2E/m\omega^2$, so the dielectric function is $1-\omega_p^2/\omega^2$ with $\omega_p^2=4\pi Ne^2/m$. Writing $r_e=e^2/mc^2$, with $c$ the speed of light, gives $\omega_p^2=4\pi Nr_ec^2$, a form that is the same in SI units. This equation of motion is not formalised: its outcome enters as definitions.

```lean
import Mathlib

open Filter Topology
open scoped Real

namespace FreeElectronIndex

noncomputable section

/-- Squared plasma frequency `4π N r_e c²` of electrons of density `N`. -/
def plasmaFreqSq (N re c : ℝ) : ℝ := 4 * π * N * re * c ^ 2

/-- The ratio `x = ωp² / ω²` at angular frequency `ω`. -/
def plasmaRatio (N re c ω : ℝ) : ℝ := plasmaFreqSq N re c / ω ^ 2

/-- Free-electron refractive index `n = √(1 - x)`. -/
def index (x : ℝ) : ℝ := Real.sqrt (1 - x)

/-- First-order index decrement `r_e λ² N / (2π)` at wavelength `λ`. -/
def decrement (N re lam : ℝ) : ℝ := re * lam ^ 2 * N / (2 * π)

/-- Critical grazing angle `arccos (1 - δ)` of a medium of index `1 - δ`. -/
def criticalAngle (δ : ℝ) : ℝ := Real.arccos (1 - δ)
```

All quantities are real numbers without units. `plasmaFreqSq` is $\omega_p^2$, `plasmaRatio` is $x=\omega_p^2/\omega^2$, and `index` is $n=\sqrt{1-x}$ with the non-negative root. `decrement` is the first-order value $\delta_0=r_e\lambda^2N/2\pi$, with `re` for $r_e$ and `lam` for $\lambda$. `criticalAngle` is $\theta_c(\delta)=\arccos(1-\delta)$ in radians, for a medium of index $1-\delta$ with $\delta$ a free variable. In electronic-structure terms $1-\omega_p^2/\omega^2$ is the high-frequency form of a dielectric function, and the results relate its critical angle to the electron density only for this lossless one-parameter form, with no absorption, no edge corrections and an ideally sharp, flat interface.

## The dispersion relation $\omega\lambda=2\pi c$ with $\omega\neq0$

The first hypothesis says that $\lambda$ is the vacuum wavelength belonging to $\omega$, and the second excludes a static field. By hand, the relation gives $c=\omega\lambda/2\pi$, and then
$$\frac{x}{2}=\frac{4\pi Nr_e}{2\omega^2}\cdot\frac{\omega^2\lambda^2}{4\pi^2}=\frac{r_e\lambda^2N}{2\pi}=\delta_0,$$
where cancelling $\omega^2$ needs $\omega\neq0$.

```lean
/-- For light with `ω λ = 2π c` and `ω ≠ 0`, half of `ωp²/ω²` equals `r_e λ² N / (2π)`. -/
theorem half_plasmaRatio {N re c ω lam : ℝ} (hω : ω ≠ 0) (h : ω * lam = 2 * π * c) :
    plasmaRatio N re c ω / 2 = decrement N re lam := by
  have hπ : π ≠ 0 := Real.pi_ne_zero
  have hc : c = ω * lam / (2 * π) := by
    rw [eq_div_iff (by positivity)]
    linarith
  unfold plasmaRatio plasmaFreqSq decrement
  rw [hc]
  field_simp
  ring
```

The theorem states $x/2=\delta_0$ exactly, with no sign condition on $N$, $r_e$, $c$ or $\lambda$. In the proof `hc` solves `h` for $c$, the substitution is `rw [hc]`, and `field_simp` uses `hω` for the cancellation. Without the dispersion relation the equality can fail: $x$ and $\delta_0$ are both proportional to $Nr_e$, but $c$, $\omega$ and $\lambda$ could then be chosen independently. With $\omega=0$ the relation forces $c=0$ and leaves $\lambda$ free, so $\delta_0$ varies with $\lambda$ while $x$ is the undefined ratio $0/0$. Such failure cases, here and below, are argued on paper and were not put through Lean.

## The frequency lies at or above the plasma frequency: $x\le1$

The condition $x\le1$ means $\omega^2\ge\omega_p^2$, so that $1-x$ has a real root. The derivation uses it at one point, to write $n^2=1-x$. Expanding the square,
$$(1-n)^2=1-2n+n^2=2(1-n)-x,\qquad\text{so}\qquad 1-n=\frac{x}{2}+\frac{(1-n)^2}{2}.$$

```lean
/-- For `x ≤ 1` the index obeys `1 - n = x/2 + (1 - n)²/2`. -/
theorem one_sub_index {x : ℝ} (hx : x ≤ 1) :
    1 - index x = x / 2 + (1 - index x) ^ 2 / 2 := by
  have h2 : index x ^ 2 = 1 - x := Real.sq_sqrt (by linarith)
  linear_combination (-1 / 2) * h2
```

Here `hx` is what `Real.sq_sqrt` requires to give `h2`, the equation $n^2=1-x$, and the identity is $-\tfrac12$ times `h2` rearranged.

The remainder $(1-n)^2/2$ is non-negative, which gives the lower bound $x/2\le1-n$. For the upper bound, $x=1-n^2=(1-n)(1+n)$, so
$$x^2=(1-n)^2(1+n)^2=(1-n)^2+(1-n)^2\,n(n+2).$$
The last term is non-negative because $n\ge0$. Hence $(1-n)^2\le x^2$ and $1-n\le x/2+x^2/2$.

```lean
/-- For `x ≤ 1` the decrement `1 - n` lies between `x/2` and `x/2 + x²/2`. -/
theorem index_bounds {x : ℝ} (hx : x ≤ 1) :
    x / 2 ≤ 1 - index x ∧ 1 - index x ≤ x / 2 + x ^ 2 / 2 := by
  have h0 : 0 ≤ index x := Real.sqrt_nonneg _
  have h2 : index x ^ 2 = 1 - x := Real.sq_sqrt (by linarith)
  have hid := one_sub_index hx
  generalize index x = n at *
  -- x = (1 - n)(1 + n) with n ≥ 0 gives (1 - n)² ≤ x²
  have hf : x = (1 - n) * (1 + n) := by linear_combination h2
  have hsq : x ^ 2 = (1 - n) ^ 2 + (1 - n) ^ 2 * (n * (n + 2)) := by
    linear_combination (x + (1 - n) * (1 + n)) * hf
  have hp : 0 ≤ (1 - n) ^ 2 * (n * (n + 2)) := by positivity
  have hq : 0 ≤ (1 - n) ^ 2 := sq_nonneg _
  constructor <;> linarith
```

The theorem gives both bounds for every $x\le1$, negative values included. The factorisation is `hf`, the displayed expansion is `hsq`, and `hp` is the sign of the last term, which rests on `h0`, the choice of root. With the opposite root, $x=0$ would give $1-n=2$ against an upper bound of $0$. The final `linarith` calls combine these facts with the identity `hid`.

At $x=1$ the index is zero and both sides of the upper bound equal one, so the coefficient of $x^2$ could not be lowered for a bound on the whole range. For small $x$, the X-ray case, the bound is loose: putting $1-n\approx x/2$ into the remainder $(1-n)^2/2$ gives an excess over $x/2$ of about $x^2/8$, a quarter of what the bound allows.

```lean
/-- At `x = 1` the upper bound `x/2 + x²/2` on `1 - n` is attained. -/
theorem index_upper_bound_sharp : 1 - index 1 = (1 : ℝ) / 2 + 1 ^ 2 / 2 := by
  norm_num [index]
```

For $x>1$ the physical index is imaginary and the wave is evanescent. Lean's `Real.sqrt` returns $0$ on a negative argument, so `index x` would be $0$; the identity would read $1=x/2+1/2$, false for all $x>1$, and the lower bound would fail for $x>2$.

## A positive index not above one, and a grazing angle in $[0,\pi/2]$

For a medium of index $1-\delta$, continuity of the tangential wavevector gives Snell's law in grazing angles, $\cos\theta=(1-\delta)\cos\theta_t$, where $\theta_t$ is the angle of the refracted ray. The condition $\delta\ge0$ says the medium is optically no denser than vacuum, and $\delta<1$ says its index is positive. Then $1-\delta$ lies in $(0,1]$, so $\cos\theta_c=1-\delta$ with $\theta_c\in[0,\pi]$.

Suppose a real $\theta_t$ exists. Since $\cos\theta_t\le1$ and $1-\delta>0$, we get $\cos\theta\le1-\delta=\cos\theta_c$. The cosine decreases strictly on $[0,\pi]$, so $\theta<\theta_c$ with $\theta\ge0$ would give $\cos\theta>\cos\theta_c$; therefore $\theta\ge\theta_c$. Conversely, let $\theta_c\le\theta\le\pi/2$. Then $0\le\cos\theta\le1-\delta$, the quotient $\cos\theta/(1-\delta)$ lies in $[0,1]$, and its arccosine is a solution.

```lean
/-- For `0 ≤ δ < 1` the critical angle has cosine `1 - δ`, and for a grazing angle
`θ ∈ [0, π/2]` Snell's law `cos θ = (1 - δ) cos θt` has a real solution `θt` iff `θc ≤ θ`. -/
theorem snell_solvable_iff {δ : ℝ} (h0 : 0 ≤ δ) (h1 : δ < 1) :
    Real.cos (criticalAngle δ) = 1 - δ ∧ ∀ θ, 0 ≤ θ → θ ≤ π / 2 →
      ((∃ θt, Real.cos θ = (1 - δ) * Real.cos θt) ↔ criticalAngle δ ≤ θ) := by
  have hc : Real.cos (criticalAngle δ) = 1 - δ :=
    Real.cos_arccos (by linarith) (by linarith)
  have hn : 0 < 1 - δ := by linarith
  have hπ := Real.pi_pos
  refine ⟨hc, fun θ ha hb => ⟨?_, ?_⟩⟩
  · rintro ⟨θt, h⟩
    have hle : Real.cos θ ≤ 1 - δ := by
      rw [h]
      nlinarith [Real.cos_le_one θt]
    by_contra hlt
    have hup : criticalAngle δ ≤ π := Real.arccos_le_pi _
    have := Real.cos_lt_cos_of_nonneg_of_le_pi ha hup (not_le.1 hlt)
    linarith
  · intro h
    have hlow : 0 ≤ criticalAngle δ := Real.arccos_nonneg _
    have hle := Real.cos_le_cos_of_nonneg_of_le_pi hlow (by linarith) h
    rw [hc] at hle
    have hpos : 0 ≤ Real.cos θ :=
      Real.cos_nonneg_of_neg_pi_div_two_le_of_le (by linarith) hb
    have hne : 1 - δ ≠ 0 := hn.ne'
    refine ⟨Real.arccos (Real.cos θ / (1 - δ)), ?_⟩
    rw [Real.cos_arccos (le_trans (by norm_num) (div_nonneg hpos hn.le))
      ((div_le_one hn).2 hle)]
    field_simp
```

The theorem states $\cos\theta_c=1-\delta$ and the equivalence for every $\theta\in[0,\pi/2]$, with $\theta_t$ ranging over all reals. It concerns the solvability of Snell's law only: Fresnel amplitudes, unit reflectance below $\theta_c$ and the penetration depth are not treated. Both `h0` and `h1` go into `hc`, and `h1` also gives `hn`, the positivity of the index. The forward branch uses `hn` with `Real.cos_le_one` for `hle`, and then `ha` ($\theta\ge0$) for the strict monotonicity. The backward branch uses `hb` ($\theta\le\pi/2$) to keep $\theta$ within $[0,\pi]$ and for `hpos`, and it divides by $1-\delta$ to build the witness.

For $\delta<0$ no angle has cosine $1-\delta>1$, and Snell's law is solvable at every incidence. For $1<\delta\le2$ normal incidence $\theta=\pi/2$ has the solution $\theta_t=\pi/2$ although $\theta_c>\pi/2$, so the equivalence fails. At $\delta=1$ both sides reduce to $\theta=\pi/2$, but the witness used in the proof is unavailable and the case is excluded. Outside the range of $\theta$, with $0<\delta<1$, the angle $-\pi/2$ has a solution while lying below $\theta_c$, and the angle $\pi$ has none while lying above it.

## The arccosine range $0\le\delta\le2$

The comparison of $\theta_c$ with $\sqrt{2\delta}$ needs only that $1-\delta\in[-1,1]$, a wider range than the optics requires. The inequality $\cos\theta\ge1-\theta^2/2$, valid for all real $\theta$, gives $1-\delta\ge1-\theta_c^2/2$, that is $2\delta\le\theta_c^2$, and $\sqrt{2\delta}\le\theta_c$ follows from $\theta_c\ge0$. For the other direction put $\varphi=\theta_c/2\in[0,\pi/2]$. The half-angle formula gives $\cos^2\varphi=(1+\cos\theta_c)/2=1-\delta/2$ and $\sin^2\varphi=\delta/2$. On $[0,\pi/2)$ one has $\varphi\le\tan\varphi$, hence $\varphi\cos\varphi\le\sin\varphi$, and this product form also holds at $\varphi=\pi/2$, where it reads $0\le1$. The left side is non-negative, so squaring gives
$$\frac{\theta_c^2}{4}\Big(1-\frac{\delta}{2}\Big)\le\frac{\delta}{2},\qquad\text{that is}\qquad\theta_c^2\Big(1-\frac{\delta}{2}\Big)\le2\delta.$$

```lean
/-- For `0 ≤ δ ≤ 2` the critical angle satisfies `2δ ≤ θc²`, `θc² (1 - δ/2) ≤ 2δ` and
`√(2δ) ≤ θc`. -/
theorem criticalAngle_bounds {δ : ℝ} (h0 : 0 ≤ δ) (h2 : δ ≤ 2) :
    2 * δ ≤ criticalAngle δ ^ 2 ∧ criticalAngle δ ^ 2 * (1 - δ / 2) ≤ 2 * δ ∧
      Real.sqrt (2 * δ) ≤ criticalAngle δ := by
  have hc : Real.cos (criticalAngle δ) = 1 - δ :=
    Real.cos_arccos (by linarith) (by linarith)
  have hlow : 0 ≤ criticalAngle δ := Real.arccos_nonneg _
  have hup : criticalAngle δ ≤ π := Real.arccos_le_pi _
  generalize criticalAngle δ = θ at *
  have hπ := Real.pi_pos
  -- lower bound from 1 - θ²/2 ≤ cos θ
  have hl : 2 * δ ≤ θ ^ 2 := by
    have := Real.one_sub_sq_div_two_le_cos (x := θ)
    linarith
  -- half-angle values
  have hcos2 : Real.cos (θ / 2) ^ 2 = 1 - δ / 2 := by
    have := Real.cos_two_mul (θ / 2)
    rw [show 2 * (θ / 2) = θ by ring] at this
    linarith
  have hsin2 : Real.sin (θ / 2) ^ 2 = δ / 2 := by
    have := Real.sin_sq_add_cos_sq (θ / 2)
    linarith
  -- φ ≤ tan φ at φ = θ/2
  have htan : θ / 2 * Real.cos (θ / 2) ≤ Real.sin (θ / 2) := by
    rcases lt_or_eq_of_le (show θ / 2 ≤ π / 2 by linarith) with hlt | heq
    · have hpos : 0 < Real.cos (θ / 2) := Real.cos_pos_of_mem_Ioo ⟨by linarith, hlt⟩
      have := Real.le_tan (show 0 ≤ θ / 2 by linarith) hlt
      rwa [Real.tan_eq_sin_div_cos, le_div_iff₀ hpos] at this
    · rw [heq, Real.cos_pi_div_two, Real.sin_pi_div_two]
      norm_num
  have hcn : 0 ≤ Real.cos (θ / 2) :=
    Real.cos_nonneg_of_neg_pi_div_two_le_of_le (by linarith) (by linarith)
  have hsq := pow_le_pow_left₀ (mul_nonneg (by linarith) hcn) htan 2
  rw [mul_pow, hcos2, hsin2] at hsq
  exact ⟨hl, by nlinarith, Real.sqrt_le_iff.2 ⟨hlow, hl⟩⟩
```

The theorem states the three inequalities, the upper one in product form so that $\delta=2$ is included. The hypotheses `h0` and `h2` enter through `hc`, and everything after it uses only $\cos\theta_c=1-\delta$ and $0\le\theta_c\le\pi$. The step `hl` is the cosine inequality, `hcos2` and `hsin2` are the half-angle values, `htan` splits into $\varphi<\pi/2$ (by `Real.le_tan`) and $\varphi=\pi/2$, and `hsq` is the squaring. Outside $[0,2]$ no real angle has cosine $1-\delta$ and the derivation has no starting equation.

## The limit is taken from above: $\delta\to0^+$

The ratio $\theta_c/\sqrt{2\delta}$ has a meaning only for $\delta>0$: at zero it is $0/0$, and below zero neither the root nor the critical angle is real. For $0<\delta<1$ the ratio is at least one by the third bound. For an upper estimate, note $(1+\delta)(1-\delta/2)=1+\delta(1-\delta)/2\ge1$. Multiplying the second bound by $1+\delta$,
$$\theta_c^2\le(1+\delta)\Big(1-\frac{\delta}{2}\Big)\theta_c^2\le2\delta(1+\delta)\le2\delta(1+\delta)^2.$$
Taking roots, $1\le\theta_c/\sqrt{2\delta}\le1+\delta$, and the ratio tends to one.

```lean
/-- The ratio of the critical angle to `√(2δ)` tends to `1` as `δ` decreases to `0`. -/
theorem criticalAngle_ratio_tendsto :
    Tendsto (fun δ => criticalAngle δ / Real.sqrt (2 * δ)) (𝓝[>] 0) (𝓝 1) := by
  have hg : Tendsto (fun δ : ℝ => 1 + δ) (𝓝[>] 0) (𝓝 1) := by
    have h : Tendsto (fun δ : ℝ => 1 + δ) (𝓝 0) (𝓝 (1 + 0)) :=
      tendsto_const_nhds.add tendsto_id
    rw [add_zero] at h
    exact h.mono_left nhdsWithin_le_nhds
  have hI : Set.Ioo (0 : ℝ) 1 ∈ 𝓝[>] (0 : ℝ) := Ioo_mem_nhdsGT zero_lt_one
  -- squeeze between 1 and 1 + δ
  refine tendsto_of_tendsto_of_tendsto_of_le_of_le' tendsto_const_nhds hg ?_ ?_
  · filter_upwards [hI] with δ hδ
    obtain ⟨ha, hb⟩ := hδ
    have hs : 0 < Real.sqrt (2 * δ) := Real.sqrt_pos.2 (by linarith)
    rw [le_div_iff₀ hs, one_mul]
    exact (criticalAngle_bounds ha.le (by linarith)).2.2
  · filter_upwards [hI] with δ hδ
    obtain ⟨ha, hb⟩ := hδ
    have hs : 0 < Real.sqrt (2 * δ) := Real.sqrt_pos.2 (by linarith)
    have hu := (criticalAngle_bounds ha.le (by linarith)).2.1
    have hlow : 0 ≤ criticalAngle δ := Real.arccos_nonneg _
    rw [div_le_iff₀ hs, ← pow_le_pow_iff_left₀ hlow (by positivity) two_ne_zero, mul_pow,
      Real.sq_sqrt (by linarith)]
    have hT : 0 ≤ criticalAngle δ ^ 2 := sq_nonneg _
    generalize criticalAngle δ ^ 2 = T at *
    have e1 : 0 ≤ T * (δ * (1 - δ)) := mul_nonneg hT (mul_nonneg ha.le (by linarith))
    have e2 := mul_le_mul_of_nonneg_left hu (show 0 ≤ 1 + δ by linarith)
    have e3 : 0 ≤ δ * δ * (1 + δ) := by positivity
    nlinarith
```

The filter `𝓝[>] 0` is the approach to zero through positive values, and the theorem states the limit alone; the estimate $1+\delta$ appears only inside the proof. There `hg` is the limit of $1+\delta$, and `hI` allows both comparisons to be made on $(0,1)$. Positivity of $\delta$ gives `hs`, which permits clearing the denominator. In the upper comparison both sides are squared, and `e1`, `e2`, `e3` are the three inequalities of the displayed chain in order, with $\delta<1$ used in `e1`. The variable is the free $\delta$; the corresponding limit for $\theta_c(1-n)/\sqrt{2\delta_0}$ as $x\to0^+$ is not stated.

## A non-negative plasma ratio: $0\le x\le1$

The combined statement adds $x\ge0$, which holds whenever $N$ and $r_e$ are non-negative. It makes $\delta=1-n\ge x/2\ge0$, so $n\le1$ and a critical angle exists, while $n\ge0$ gives $\delta\le1$. Substituting $x=2\delta_0$ in the index bounds gives $\delta_0\le1-n\le\delta_0+2\delta_0^2$. Since $\cos\theta_c=n$,
$$\sin^2\theta_c=1-n^2=x=2\delta_0$$
with no approximation. Finally $\sqrt{2\delta_0}\le\sqrt{2\delta}\le\theta_c$.

```lean
/-- For `ω λ = 2π c`, `ω ≠ 0` and `0 ≤ ωp²/ω² ≤ 1`, with `δ₀ = r_e λ² N / (2π)`:
`δ₀ ≤ 1 - n ≤ δ₀ + 2δ₀²`, and the critical angle for `δ = 1 - n` obeys `sin² θc = 2δ₀`
and `√(2δ₀) ≤ θc`. -/
theorem free_electron_index {N re c ω lam : ℝ} (hω : ω ≠ 0) (h : ω * lam = 2 * π * c)
    (h0 : 0 ≤ plasmaRatio N re c ω) (h1 : plasmaRatio N re c ω ≤ 1) :
    decrement N re lam ≤ 1 - index (plasmaRatio N re c ω) ∧
    1 - index (plasmaRatio N re c ω) ≤ decrement N re lam + 2 * decrement N re lam ^ 2 ∧
    Real.sin (criticalAngle (1 - index (plasmaRatio N re c ω))) ^ 2
      = 2 * decrement N re lam ∧
    Real.sqrt (2 * decrement N re lam)
      ≤ criticalAngle (1 - index (plasmaRatio N re c ω)) := by
  rw [← half_plasmaRatio hω h]
  generalize plasmaRatio N re c ω = x at *
  obtain ⟨hl, hu⟩ := index_bounds h1
  have hn : 0 ≤ index x := Real.sqrt_nonneg _
  have h2 : index x ^ 2 = 1 - x := Real.sq_sqrt (by linarith)
  have hc : Real.cos (criticalAngle (1 - index x)) = 1 - (1 - index x) :=
    Real.cos_arccos (by linarith) (by linarith)
  refine ⟨hl, by nlinarith, ?_, ?_⟩
  · have := Real.sin_sq_add_cos_sq (criticalAngle (1 - index x))
    rw [hc] at this
    linear_combination this - h2
  · have hb := (criticalAngle_bounds (δ := 1 - index x) (by linarith) (by linarith)).2.2
    have hm : 2 * (x / 2) ≤ 2 * (1 - index x) := by linarith
    exact le_trans (Real.sqrt_le_sqrt hm) hb

end

end FreeElectronIndex
```

```lean
#print axioms FreeElectronIndex.index_upper_bound_sharp
#print axioms FreeElectronIndex.snell_solvable_iff
#print axioms FreeElectronIndex.criticalAngle_ratio_tendsto
#print axioms FreeElectronIndex.free_electron_index
```

```
'FreeElectronIndex.index_upper_bound_sharp' depends on axioms: [propext, Classical.choice, Quot.sound]
'FreeElectronIndex.snell_solvable_iff' depends on axioms: [propext, Classical.choice, Quot.sound]
'FreeElectronIndex.criticalAngle_ratio_tendsto' depends on axioms: [propext, Classical.choice, Quot.sound]
'FreeElectronIndex.free_electron_index' depends on axioms: [propext, Classical.choice, Quot.sound]
```

Read in words: for light with $\omega\lambda=2\pi c$, $\omega\ne0$ and $0\le\omega_p^2/\omega^2\le1$, the first-order decrement underestimates $1-n$ by at most $2\delta_0^2$, the critical angle of the exact index satisfies $\sin^2\theta_c=2\delta_0$, and $\sqrt{2\delta_0}$ does not exceed $\theta_c$. Both endpoints are allowed. At $x=0$ the index is one, $\theta_c=0$ and every relation is an equality. At $x=1$ one has $\delta_0=\tfrac12$, $\delta=1$ and $\theta_c=\pi/2$, a case that lies outside `snell_solvable_iff`, so the Snell characterisation of $\theta_c$ is available for $0\le x<1$.

The proof spends `hω` and `h` in the first rewrite, which turns $\delta_0$ into $x/2$. The hypothesis `h1` feeds `index_bounds` and `h2`. The hypothesis `h0` is used with `hl` twice: in `hc`, to show $n\le1$, and in `hb`, to show $\delta\ge0$ for `criticalAngle_bounds`. The sine identity is $\sin^2+\cos^2=1$ minus `h2`, and the last inequality is monotonicity of the root applied to `hm`. For $x<0$ the two index bounds survive, but $\sin^2\theta_c=x$ would equate a square to a negative number, just as for $x>1$ it would ask for a sine above one.

## A numerical instance

Take $c=1$ and $\lambda=1$, so $\omega=2\pi$, and let $Nr_e=0.19\,\pi$. Then $x=4\pi\cdot0.19\,\pi/4\pi^2=0.19$ and $\delta_0=0.19\,\pi/2\pi=0.095=x/2$. The index is $n=\sqrt{0.81}=0.9$, so $\delta=0.1$. This is far larger than the decrement of a real material for hard X-rays and is chosen to make the differences visible. The identity reads $0.1=0.095+0.01/2$, and the bounds read $0.095\le0.1\le0.095+2(0.095)^2=0.11305$.

For the angle, $\sin(\theta_c/2)=\sqrt{0.05}=0.22361$. The series $\arcsin s=s+s^3/6+3s^5/40+\dots$ gives $0.22361+0.00186+0.00004=0.22551$, so $\theta_c\approx0.4510$. The lower estimates are $\sqrt{2\delta_0}=\sqrt{0.19}\approx0.4359$, which is $\sin\theta_c$ itself, and $\sqrt{2\delta}=\sqrt{0.2}\approx0.4472$. The upper estimate is $\sqrt{0.2/0.95}\approx0.4588$. The ratio $\theta_c/\sqrt{2\delta}\approx1.0085$ lies between $1$ and $1+\delta=1.1$.
